# The Hellmann–Feynman relation $dE/dZ = \langle -1/r\rangle$ for nodeless hydrogenic orbitals

## An explicit radial function in place of a Hilbert-space vector

A statement about the hydrogenic atom needs a decision on how to represent the state and its expectation values. The Hamiltonian is an unbounded operator on a space of functions in three dimensions, and a statement at that level brings operator domains and angular integrals with it. The choice here is more concrete. The state is a real function $u(r)$ of the distance $r$ from the nucleus, given by a formula, and an expectation value is a quotient of two integrals over $r > 0$. With this choice the Hellmann–Feynman relation, for nuclear charge $Z > 0$ and orbitals without radial nodes, is an identity between the derivative of an explicit energy and an explicit ratio of integrals.

## The one-electron ion and its nuclear charge

Atomic units are used throughout: the electron mass, the elementary charge, $\hbar$ and the Coulomb constant all equal one. A single non-relativistic electron moves in the field of a fixed point nucleus of charge $Z$, with Hamiltonian $H(Z) = -\tfrac12\nabla^2 - Z/r$. The charge $Z$ is treated as a real parameter, so that one can differentiate with respect to it. The condition $Z > 0$ says that the nucleus attracts the electron.

A stationary bound state of angular momentum $l = 0, 1, 2, \dots$ has the form $\psi = r^{-1}u(r)\,Y$, with $Y$ a normalised spherical harmonic of degree $l$. The reduced radial function $u$ and the energy $E$ satisfy
$$-\tfrac12 u'' + V u = E u, \qquad V(Z,r) = \frac{l(l+1)}{2r^2} - \frac{Z}{r},$$
where $V$ is the sum of the centrifugal and the Coulomb term. The factor $r^2$ of the volume element cancels the $r^{-2}$ in $|\psi|^2$, so an observable $f(r)$ has the mean
$$\langle f\rangle = \frac{\int_0^\infty f\,u^2\,dr}{\int_0^\infty u^2\,dr}.$$

The Hellmann–Feynman theorem says that for a Hamiltonian depending on a parameter, with an eigenvalue and an eigenstate that both depend differentiably on that parameter, the derivative of the eigenvalue is the mean of the derivative of the Hamiltonian in that eigenstate. Only the Coulomb term depends on $Z$, so the expected relation is $dE/dZ = \langle -1/r\rangle$. In electronic structure the right-hand side is the electrostatic potential of the electron cloud at the nucleus, which gives the first-order change of the electronic energy when the nuclear charge is varied; in this one-electron, fixed-nucleus model both sides are available in closed form.

## The relation for the orbitals 1s, 2p, 3d and their successors

For each $l$ take the function and the energy
$$u(r) = r^{\,l+1} e^{-Zr/(l+1)}, \qquad E(Z) = -\frac{Z^2}{2(l+1)^2}.$$
The function is positive for all $r > 0$, so it has no radial node, and its principal quantum number is $l+1$. The results are these.

1. For $r > 0$ the function $u$ satisfies $u'' = 2(V - E)u$.
2. The potential has $\partial V/\partial Z = -1/r$.
3. For $Z > 0$ and any real constant $c$, $\langle -c/r\rangle = -cZ/(l+1)^2$.
4. For $Z > 0$ the function $E$ is differentiable at $Z$ with derivative $\langle -1/r\rangle$.

For $l = 0$ the density is $u^2 = r^2e^{-2Zr}$, the energy is $-Z^2/2$, and the integral content of the relation is
$$\frac{\int_0^\infty r\,e^{-2Zr}\,dr}{\int_0^\infty r^2 e^{-2Zr}\,dr} = Z.$$

## Moments of a decaying exponential

For a natural number $n$ and a decay rate $a > 0$ define $M_n(a) = \int_0^\infty r^n e^{-ar}\,dr$. The substitution $t = ar$ turns this into Euler's integral for the Gamma function $\Gamma$:
$$M_n(a) = \frac{1}{a^{n+1}}\int_0^\infty t^n e^{-t}\,dt = \frac{\Gamma(n+1)}{a^{n+1}} = \frac{n!}{a^{n+1}}.$$
Successive moments have the ratio
$$\frac{M_n(a)}{M_{n+1}(a)} = \frac{n!}{a^{n+1}}\cdot\frac{a^{n+2}}{(n+1)!} = \frac{a}{n+1}.$$
With $n = 1$ and $a = 2Z$ the ratio is $2Z/2 = Z$, the ground-state identity.

## The radial equation and the two sides of the relation

Write $\kappa = Z/(l+1)$, so that $u = r^{l+1}e^{-\kappa r}$. The product rule gives
$$u' = (l+1)r^l e^{-\kappa r} - \kappa r^{l+1}e^{-\kappa r} = q\,u, \qquad q(r) = \frac{l+1}{r} - \kappa .$$
Differentiating again, $u'' = q'u + qu' = (q' + q^2)u$ with $q' = -(l+1)/r^2$, and
$$q' + q^2 = -\frac{l+1}{r^2} + \frac{(l+1)^2}{r^2} - \frac{2(l+1)\kappa}{r} + \kappa^2 = \frac{l(l+1)}{r^2} - \frac{2Z}{r} + \frac{Z^2}{(l+1)^2}.$$
The first two terms are $2V$ and the last is $-2E$, so $u'' = 2(V-E)u$.

The centrifugal term doesn't contain $Z$ and the Coulomb term is linear in it, so $\partial V/\partial Z = -1/r$.

The density is $u^2 = r^{2l+2}e^{-ar}$ with $a = 2\kappa = 2Z/(l+1)$, which is positive when $Z$ is. The denominator of the mean is $M_{2l+2}(a)$. In the numerator, $1/r$ removes one power of $r$, which leaves $-c\,M_{2l+1}(a)$. The ratio formula at $n = 2l+1$ gives
$$\Big\langle -\frac{c}{r}\Big\rangle = -c\,\frac{M_{2l+1}(a)}{M_{2l+2}(a)} = -c\,\frac{a}{2l+2} = -\frac{cZ}{(l+1)^2}.$$
On the other side, $dE/dZ = -2Z/(2(l+1)^2) = -Z/(l+1)^2$, which is the mean at $c = 1$. For the 1s orbital both sides equal $-Z$, and for the 2p orbital both equal $-Z/4$.

The function $u$ is not normalised. Its squared norm is $M_{2l+2}(a) = (2l+2)!/a^{2l+3}$. For $l = 0$ this is $1/(4Z^3)$, and the normalised function is $2Z^{3/2}\,r\,e^{-Zr}$. The division in $\langle f\rangle$ makes the mean independent of this factor.

## The Lean file

```lean
import Mathlib

open MeasureTheory Set

namespace HydrogenicHellmannFeynman

noncomputable section

/-- The radial moment `∫₀^∞ rⁿ exp(-a r) dr`. -/
def moment (n : ℕ) (a : ℝ) : ℝ := ∫ r in Ioi (0 : ℝ), r ^ n * Real.exp (-(a * r))

/-- Reduced radial function `u(r) = r^(l+1) exp(-Z r/(l+1))` of the nodeless hydrogenic
orbital with angular momentum `l`, in atomic units and not normalised. -/
def orbital (l : ℕ) (Z r : ℝ) : ℝ := r ^ (l + 1) * Real.exp (-(Z / ((l : ℝ) + 1) * r))

/-- Hydrogenic energy `-Z² / (2 (l+1)²)`. -/
def energy (l : ℕ) (Z : ℝ) : ℝ := -Z ^ 2 / (2 * ((l : ℝ) + 1) ^ 2)

/-- Effective radial potential: centrifugal term `l(l+1)/(2r²)` plus Coulomb term `-Z/r`. -/
def potential (l : ℕ) (Z r : ℝ) : ℝ := (l : ℝ) * ((l : ℝ) + 1) / (2 * r ^ 2) - Z / r

/-- Mean value `∫ f u² / ∫ u²` over `r > 0` of a radial observable `f` in the orbital `u`. -/
def mean (l : ℕ) (Z : ℝ) (f : ℝ → ℝ) : ℝ :=
  (∫ r in Ioi (0 : ℝ), f r * orbital l Z r ^ 2) / ∫ r in Ioi (0 : ℝ), orbital l Z r ^ 2

/-- For a positive decay rate `a`, the `n`-th radial moment is `n! / a^(n+1)`. -/
theorem moment_eq (n : ℕ) {a : ℝ} (ha : 0 < a) :
    moment n a = (n.factorial : ℝ) / a ^ (n + 1) := by
  -- the Gamma integral at argument n + 1
  have h := Real.integral_rpow_mul_exp_neg_mul_Ioi (a := (n : ℝ) + 1) (r := a)
    (by positivity) ha
  have e : (1 / a) ^ ((n : ℝ) + 1) = (1 / a) ^ (n + 1) := by
    rw [← Real.rpow_natCast]
    push_cast
    rfl
  rw [Real.Gamma_nat_eq_factorial, e] at h
  simp only [add_sub_cancel_right, Real.rpow_natCast] at h
  unfold moment
  rw [h, one_div, inv_pow, div_eq_mul_inv, mul_comm]

/-- For a positive decay rate `a`, the function `rⁿ exp(-a r)` is integrable over `r > 0`. -/
theorem moment_integrable (n : ℕ) {a : ℝ} (ha : 0 < a) :
    IntegrableOn (fun r : ℝ => r ^ n * Real.exp (-(a * r))) (Ioi 0) := by
  by_contra h
  have h0 : moment n a = 0 := integral_undef h
  have hpos : 0 < (n.factorial : ℝ) / a ^ (n + 1) := by
    have := n.factorial_pos
    positivity
  rw [moment_eq n ha] at h0
  exact hpos.ne' h0

/-- The ratio of the `n`-th to the `(n+1)`-th radial moment is `a / (n+1)`. -/
theorem moment_ratio (n : ℕ) {a : ℝ} (ha : 0 < a) :
    moment n a / moment (n + 1) a = a / ((n : ℝ) + 1) := by
  have hf : (n.factorial : ℝ) ≠ 0 := by exact_mod_cast n.factorial_ne_zero
  have hn : (n : ℝ) + 1 ≠ 0 := by positivity
  have ha' : a ≠ 0 := ha.ne'
  rw [moment_eq n ha, moment_eq (n + 1) ha, Nat.factorial_succ]
  push_cast
  rw [pow_succ a (n + 1)]
  field_simp

/-- For `Z > 0` the integral of `r exp(-2Zr)` divided by the integral of `r² exp(-2Zr)`,
both over `r > 0`, equals `Z`. -/
theorem ground_state_ratio {Z : ℝ} (hZ : 0 < Z) :
    (∫ r in Ioi (0 : ℝ), r * Real.exp (-(2 * Z * r))) /
      (∫ r in Ioi (0 : ℝ), r ^ 2 * Real.exp (-(2 * Z * r))) = Z := by
  have h := moment_ratio 1 (a := 2 * Z) (by positivity)
  have e : 2 * Z / (((1 : ℕ) : ℝ) + 1) = Z := by
    push_cast
    ring
  rw [e] at h
  unfold moment at h
  simp only [pow_one] at h
  exact h

/-- For `r > 0` the orbital solves the radial Schrödinger equation `u'' = 2 (V - E) u`:
its derivative is `u₁ = ((l+1)/r - Z/(l+1)) u`, and `u₁` has derivative `2 (V - E) u`. -/
theorem radial_schroedinger (l : ℕ) (Z : ℝ) {r : ℝ} (hr : 0 < r) :
    HasDerivAt (orbital l Z)
        ((((l : ℝ) + 1) / r - Z / ((l : ℝ) + 1)) * orbital l Z r) r ∧
      HasDerivAt (fun s => (((l : ℝ) + 1) / s - Z / ((l : ℝ) + 1)) * orbital l Z s)
        (2 * (potential l Z r - energy l Z) * orbital l Z r) r := by
  have hr' : r ≠ 0 := hr.ne'
  have hL : (l : ℝ) + 1 ≠ 0 := by positivity
  have hp : HasDerivAt (fun s : ℝ => s ^ (l + 1)) (((l : ℝ) + 1) * r ^ l) r := by
    simpa using hasDerivAt_pow (l + 1) r
  have he : HasDerivAt (fun s : ℝ => Real.exp (-(Z / ((l : ℝ) + 1) * s)))
      (Real.exp (-(Z / ((l : ℝ) + 1) * r)) * (-(Z / ((l : ℝ) + 1) * 1))) r :=
    (((hasDerivAt_id' r).const_mul (Z / ((l : ℝ) + 1))).fun_neg).exp
  -- first derivative by the product rule
  have h1 : HasDerivAt (orbital l Z)
      ((((l : ℝ) + 1) / r - Z / ((l : ℝ) + 1)) * orbital l Z r) r := by
    have h := hp.fun_mul he
    refine HasDerivAt.congr_deriv h ?_
    unfold orbital
    generalize Real.exp (-(Z / ((l : ℝ) + 1) * r)) = e
    field_simp
    ring
  -- derivative of the logarithmic derivative (l+1)/r - Z/(l+1)
  have hq : HasDerivAt (fun s : ℝ => ((l : ℝ) + 1) / s - Z / ((l : ℝ) + 1))
      ((0 * r - ((l : ℝ) + 1) * 1) / r ^ 2) r :=
    ((hasDerivAt_const r ((l : ℝ) + 1)).fun_div (hasDerivAt_id' r) hr').sub_const _
  refine ⟨h1, (hq.fun_mul h1).congr_deriv ?_⟩
  unfold potential energy
  generalize orbital l Z r = u
  field_simp
  ring

/-- The derivative of the effective potential with respect to the nuclear charge is `-1/r`. -/
theorem potential_deriv_charge (l : ℕ) (Z r : ℝ) :
    HasDerivAt (fun z => potential l z r) (-1 / r) Z := by
  have h := ((hasDerivAt_id' Z).div_const r).const_sub
    ((l : ℝ) * ((l : ℝ) + 1) / (2 * r ^ 2))
  refine HasDerivAt.congr_deriv h ?_
  ring

/-- For `Z > 0` the mean of `-c/r` in the orbital is `-c Z / (l+1)²`. -/
theorem mean_inv_r (l : ℕ) {Z : ℝ} (hZ : 0 < Z) (c : ℝ) :
    mean l Z (fun r => -c / r) = -c * Z / ((l : ℝ) + 1) ^ 2 := by
  have hL : (0 : ℝ) < (l : ℝ) + 1 := by positivity
  have hL' : (l : ℝ) + 1 ≠ 0 := hL.ne'
  have ha : 0 < 2 * (Z / ((l : ℝ) + 1)) := by positivity
  -- the radial density is r^(2l+2) exp(-2Zr/(l+1))
  have hsq : ∀ r, orbital l Z r ^ 2 =
      r ^ (2 * l + 1 + 1) * Real.exp (-(2 * (Z / ((l : ℝ) + 1)) * r)) := by
    intro r
    have e : -(2 * (Z / ((l : ℝ) + 1)) * r) =
        -(Z / ((l : ℝ) + 1) * r) + -(Z / ((l : ℝ) + 1) * r) := by ring
    unfold orbital
    rw [e, Real.exp_add]
    generalize Real.exp (-(Z / ((l : ℝ) + 1) * r)) = x
    ring
  have hden : ∫ r in Ioi (0 : ℝ), orbital l Z r ^ 2 =
      moment (2 * l + 1 + 1) (2 * (Z / ((l : ℝ) + 1))) := by
    simp only [hsq, moment]
  have hnum : ∫ r in Ioi (0 : ℝ), -c / r * orbital l Z r ^ 2 =
      -c * moment (2 * l + 1) (2 * (Z / ((l : ℝ) + 1))) := by
    unfold moment
    rw [← integral_const_mul]
    refine setIntegral_congr_fun measurableSet_Ioi fun r hr => ?_
    have hr' : r ≠ 0 := ne_of_gt hr
    simp only [hsq]
    rw [pow_succ r (2 * l + 1)]
    generalize Real.exp (-(2 * (Z / ((l : ℝ) + 1)) * r)) = x
    field_simp
  have h2 : ((2 * l + 1 : ℕ) : ℝ) + 1 = 2 * ((l : ℝ) + 1) := by
    push_cast
    ring
  unfold mean
  rw [hnum, hden, mul_div_assoc, moment_ratio _ ha, h2]
  field_simp

/-- Hellmann-Feynman relation for the nodeless hydrogenic orbitals: for `Z > 0` the
`Z`-derivative of the energy equals the mean of `-1/r`. -/
theorem hellmann_feynman_hydrogenic (l : ℕ) {Z : ℝ} (hZ : 0 < Z) :
    HasDerivAt (energy l) (mean l Z fun r => -1 / r) Z := by
  have hL : (l : ℝ) + 1 ≠ 0 := by positivity
  have hp : HasDerivAt (fun z : ℝ => z ^ 2) (2 * Z) Z := by
    simpa using hasDerivAt_pow 2 Z
  have h := hp.fun_neg.div_const (2 * ((l : ℝ) + 1) ^ 2)
  rw [mean_inv_r l hZ 1]
  refine HasDerivAt.congr_deriv h ?_
  field_simp

/-- For `Z > 0` the mean Coulomb energy `-Z/r` in the orbital is twice the energy. -/
theorem mean_coulomb (l : ℕ) {Z : ℝ} (hZ : 0 < Z) :
    mean l Z (fun r => -Z / r) = 2 * energy l Z := by
  have hL : (l : ℝ) + 1 ≠ 0 := by positivity
  rw [mean_inv_r l hZ Z]
  unfold energy
  field_simp

end

end HydrogenicHellmannFeynman
```

```lean
#print axioms HydrogenicHellmannFeynman.radial_schroedinger
#print axioms HydrogenicHellmannFeynman.potential_deriv_charge
#print axioms HydrogenicHellmannFeynman.hellmann_feynman_hydrogenic
#print axioms HydrogenicHellmannFeynman.mean_coulomb
```

```
'HydrogenicHellmannFeynman.radial_schroedinger' depends on axioms: [propext, Classical.choice, Quot.sound]
'HydrogenicHellmannFeynman.potential_deriv_charge' depends on axioms: [propext, Classical.choice, Quot.sound]
'HydrogenicHellmannFeynman.hellmann_feynman_hydrogenic' depends on axioms: [propext, Classical.choice, Quot.sound]
'HydrogenicHellmannFeynman.mean_coulomb' depends on axioms: [propext, Classical.choice, Quot.sound]
```

## How the definitions and theorems read as physics

The angular momentum is `l : ℕ`, starting from zero, while `Z` and `r` are real. The set `Ioi (0 : ℝ)` is the open half-line $r > 0$, and the integrals are Lebesgue integrals over it. The definitions `moment`, `orbital`, `energy`, `potential` and `mean` are $M_n(a)$, $u$, $E$, $V$ and $\langle f\rangle$. In `energy` the expression `-Z ^ 2` is $-(Z^2)$. The exponent $2l+2$ appears in the code as `2 * l + 1 + 1`, the form in which the ratio formula applies at $n = 2l+1$.

A statement of the form `HasDerivAt` says that a function is differentiable at a point and names its derivative there. The main theorem `hellmann_feynman_hydrogenic` concludes `HasDerivAt (energy l) (mean l Z fun r => -1 / r) Z` from `0 < Z`: the energy, as a function of the charge at fixed $l$, has at $Z$ the derivative $\langle -1/r\rangle$, with the mean taken in the orbital for the same $Z$.

The theorem `radial_schroedinger` states the second-order equation as two first-order facts: $u$ has derivative $qu$ at $r$, and the function $qu$ has derivative $2(V-E)u$ at $r$. Since the first fact holds at every positive radius, $qu$ is $u'$ on the whole half-line and the second fact is the equation for $u''$. This theorem assumes $r > 0$ and nothing about the sign of $Z$.

The main theorem is an instance of the Hellmann–Feynman relation, established by evaluating each side and comparing. The general argument, which differentiates $\langle\psi|H|\psi\rangle$ and uses the eigenvalue equation and the normalisation of $\psi$ to remove the terms with $\partial\psi/\partial Z$, plays no part. Accordingly the proof of `hellmann_feynman_hydrogenic` uses neither `radial_schroedinger` nor `potential_deriv_charge`. Those two theorems supply the interpretation: the first ties `energy` to `orbital` through `potential`, and the second identifies $-1/r$ as the derivative of that potential. The separation into radial and angular parts is built into the definitions and is not derived. No operator, domain or spectrum is defined, and orbitals with radial nodes, such as 2s, are not covered.

## The proof, lemma by lemma

In `moment_eq` the substitution and the Gamma integral come together from `Real.integral_rpow_mul_exp_neg_mul_Ioi`. That lemma calls the argument of $\Gamma$ `a` and the decay rate `r`, which accounts for the instantiation `(a := (n : ℝ) + 1) (r := a)`. Then `Real.Gamma_nat_eq_factorial` replaces $\Gamma(n+1)$ by $n!$, and the real exponents are converted to natural ones.

The theorem `moment_ratio` also assumes $a > 0$. In its proof both moments are rewritten by `moment_eq`, `Nat.factorial_succ` splits $(n+1)! = (n+1)\,n!$, `pow_succ` splits $a^{n+2} = a^{n+1}a$, and `field_simp` cancels. The theorem `ground_state_ratio` is the case $n = 1$, $a = 2Z$ with the moments unfolded.

In `radial_schroedinger`, `hp` and `he` are the derivatives of $r^{l+1}$ and $e^{-\kappa r}$. Their product rule `hp.fun_mul he` gives $u'$ in its raw form, and `HasDerivAt.congr_deriv` reduces the claim $u' = qu$ to an algebraic identity. The step `hq` is $q'$ by the quotient rule, and `hq.fun_mul h1` is $q'u + q\,(qu)$. After `generalize orbital l Z r = u` the orbital is a plain symbol, and `field_simp` with `ring` verifies the expansion of $q' + q^2$ displayed above. The theorem `potential_deriv_charge` differentiates a constant minus $z/r$ in the variable $z$.

In `mean_inv_r`, `hsq` is the formula for $u^2$, obtained from `Real.exp_add`, and `hden` identifies the denominator with $M_{2l+2}(a)$. For the numerator `hnum`, the constant $-c$ moves through the integral by `integral_const_mul`, and `setIntegral_congr_fun` reduces the equality of integrals to equality of integrands at each $r > 0$, where $r^{2l+2}/r = r^{2l+1}$. The ratio lemma and `h2`, the identity $(2l+1)+1 = 2(l+1)$, finish the computation. The main theorem differentiates $z^2$, negates, divides by $2(l+1)^2$, and compares the result with `mean_inv_r l hZ 1`.

## Convergence, and a repulsive nucleus as counter-example

Mathlib assigns the value zero to the integral of a non-integrable function (`integral_undef`) and to a quotient by zero. The theorem `moment_integrable` turns this convention into a proof of convergence: if $r^ne^{-ar}$ were not integrable, its moment would be zero, while `moment_eq` gives the positive number $n!/a^{n+1}$. For $Z > 0$ both integrals in $\langle -c/r\rangle$ are such moments up to a constant, so they are convergent integrals with a positive denominator.

Now take $l = 0$ and $Z = -1$, a nucleus that repels the electron. The function $u = r\,e^{r}$ still solves the radial equation with $E = -\tfrac12$, as `radial_schroedinger` allows, but it grows and describes no bound state. The energy formula has derivative $-Z = +1$. The observable $-1/r$ is negative everywhere, so no average of it can equal $+1$. With both integrals cut off at a radius $R$, the weight $r^2e^{2r}$ concentrates near $R$, and the mean behaves like $-1/R$ and tends to zero; under the convention above `mean` also evaluates to $0$. The relation therefore fails at this negative charge, although the differential equation holds.

## The mean Coulomb energy

The constant $c$ in `mean_inv_r` gives a second result at once. Setting $c = Z$,
$$\Big\langle -\frac{Z}{r}\Big\rangle = -\frac{Z^2}{(l+1)^2} = 2E,$$
which is the theorem `mean_coulomb`. It agrees with the main theorem through $Z\,dE/dZ = 2E$, valid because $E$ is proportional to $Z^2$. For hydrogen in its ground state, $l = 0$ and $Z = 1$, the mean Coulomb energy is $-1$ and the energy is $-\tfrac12$. This is the potential-energy form of the virial relation for a Coulomb potential. Its kinetic form, that the mean kinetic energy including the centrifugal term equals $-E$, would follow from `mean_coulomb` together with the radial equation integrated against $u$; that step is not a theorem of the file, and neither are the counter-example and the normalised function above.
